# The quartic Born-Infeld correction has no leading vacuum birefringence; the Euler-Heisenberg correction has it

For real electric and magnetic field vectors $E, B$, in Heaviside-Lorentz units with $c = 1$, let $S = E\cdot E - B\cdot B$ and $P = E\cdot B$, so that the Maxwell Lagrangian is $S/2$. A correction $aS^2 + bP^2$ with real coefficients $a, b$ can make a background field act on light like a refracting medium, and the question is for which $a$ and $b$ the refraction is, to leading order, the same for every polarization.

In Lean 4 with Mathlib:

```lean
import Mathlib

open Matrix Filter Topology

namespace BornInfeldBirefringence

noncomputable section

/-- Real three-component field vectors. -/
abbrev Vec := Fin 3 → ℝ

/-- The scalar field invariant `S = E·E - B·B`. -/
def invS (E B : Vec) : ℝ := E ⬝ᵥ E - B ⬝ᵥ B

/-- The pseudoscalar field invariant `P = E·B`. -/
def invP (E B : Vec) : ℝ := E ⬝ᵥ B

/-- The quartic correction `a S² + b P²` to the Maxwell Lagrangian. -/
def quartic (a b : ℝ) (E B : Vec) : ℝ := a * invS E B ^ 2 + b * invP E B ^ 2

/-- The expression under the Born-Infeld square root, `1 - t² S - t⁴ P²`. -/
def radicand (t : ℝ) (E B : Vec) : ℝ := 1 - t ^ 2 * invS E B - t ^ 4 * invP E B ^ 2

/-- The Born-Infeld Lagrangian in units of `1/t²`, the squared maximal electric field in the absence
of a magnetic field, for `t ≠ 0` and fields with nonnegative radicand. -/
def bornInfeld (t : ℝ) (E B : Vec) : ℝ := 1 - Real.sqrt (radicand t E B)

/-- A linearly polarized probe wave: unit direction `k` and unit polarization `e`
orthogonal to it. -/
def IsProbe (k e : Vec) : Prop := k ⬝ᵥ k = 1 ∧ e ⬝ᵥ e = 1 ∧ k ⬝ᵥ e = 0

/-- The coupling of a probe wave with electric field `e` and magnetic field `k × e` to the
background `E, B`, quadratic in the probe. -/
def probeTerm (a b : ℝ) (E B k e : Vec) : ℝ :=
  4 * a * (E ⬝ᵥ e - B ⬝ᵥ (k ⨯₃ e)) ^ 2 + b * (E ⬝ᵥ (k ⨯₃ e) + B ⬝ᵥ e) ^ 2

/-- Absence of leading birefringence: in every constant background and for every direction,
the probe term is the same for all linear polarizations. -/
def NoBirefringence (a b : ℝ) : Prop :=
  ∀ E B k e e' : Vec, IsProbe k e → IsProbe k e' →
    probeTerm a b E B k e = probeTerm a b E B k e'

/-- For `t ≠ 0` and a nonnegative radicand, the Born-Infeld Lagrangian without its Maxwell term,
divided by `t⁴`, has this exact closed form. -/
theorem bornInfeld_remainder {t : ℝ} {E B : Vec} (ht : t ≠ 0) (h : 0 ≤ radicand t E B) :
    (bornInfeld t E B - t ^ 2 * invS E B / 2) / t ^ 4 =
      invP E B ^ 2 / 2 + (invS E B + t ^ 2 * invP E B ^ 2) ^ 2 /
        (2 * (1 + Real.sqrt (radicand t E B)) ^ 2) := by
  have hr := Real.sq_sqrt h
  have hr0 := Real.sqrt_nonneg (radicand t E B)
  unfold bornInfeld
  generalize Real.sqrt (radicand t E B) = r at hr hr0 ⊢
  unfold radicand at hr
  -- the radicand differs from one by (1 - r)(1 + r)
  have key : (invS E B + t ^ 2 * invP E B ^ 2) * t ^ 2 = (1 - r) * (1 + r) := by
    linear_combination hr
  have h2 : (invS E B + t ^ 2 * invP E B ^ 2) ^ 2 / (2 * (1 + r) ^ 2) * t ^ 4
      = (1 - r) ^ 2 / 2 := by
    rw [div_mul_eq_mul_div, div_eq_iff (by positivity)]
    linear_combination
      ((invS E B + t ^ 2 * invP E B ^ 2) * t ^ 2 + (1 - r) * (1 + r)) * key
  rw [div_eq_iff (pow_ne_zero 4 ht), add_mul, h2]
  linear_combination (-1 / 2) * hr

/-- As `t` tends to zero through nonzero reals, `bornInfeld` without its Maxwell term `t² S / 2`,
divided by `t⁴`, tends to `S²/8 + P²/2`. -/
theorem bornInfeld_quartic_limit (E B : Vec) :
    Tendsto (fun t : ℝ => (bornInfeld t E B - t ^ 2 * invS E B / 2) / t ^ 4)
      (𝓝[≠] 0) (𝓝 (quartic (1 / 8) (1 / 2) E B)) := by
  have hr : Continuous fun t : ℝ => radicand t E B := by
    unfold radicand
    fun_prop
  have hF : Continuous fun t : ℝ =>
      invP E B ^ 2 / 2 + (invS E B + t ^ 2 * invP E B ^ 2) ^ 2 /
        (2 * (1 + Real.sqrt (radicand t E B)) ^ 2) := by
    refine Continuous.add continuous_const (Continuous.div (by fun_prop) ?_ fun t => ?_)
    · exact continuous_const.mul ((continuous_const.add (Real.continuous_sqrt.comp hr)).pow 2)
    · have := Real.sqrt_nonneg (radicand t E B)
      positivity
  have hone : radicand 0 E B = 1 := by
    unfold radicand
    ring
  -- the closed form evaluated at t = 0
  have h0 : invP E B ^ 2 / 2 + (invS E B + (0 : ℝ) ^ 2 * invP E B ^ 2) ^ 2 /
      (2 * (1 + Real.sqrt (radicand 0 E B)) ^ 2) = quartic (1 / 8) (1 / 2) E B := by
    rw [hone, Real.sqrt_one]
    unfold quartic
    ring
  have hpos : {t : ℝ | 0 < radicand t E B} ∈ 𝓝 (0 : ℝ) :=
    (isOpen_lt continuous_const hr).mem_nhds (by
      change 0 < radicand 0 E B
      rw [hone]
      exact one_pos)
  rw [← h0]
  refine ((hF.tendsto 0).mono_left nhdsWithin_le_nhds).congr' ?_
  filter_upwards [nhdsWithin_le_nhds hpos, self_mem_nhdsWithin] with t h1 h2
  exact (bornInfeld_remainder h2 (le_of_lt h1)).symm

/-- For a transverse wave with unit direction `k` and amplitude `ε` on a background, the coefficient
of `ε²` in the quartic correction is the probe term, and no higher order occurs. -/
theorem quartic_probe_expansion (a b ε : ℝ) (E B k e : Vec)
    (hk : k ⬝ᵥ k = 1) (hke : k ⬝ᵥ e = 0) :
    quartic a b (E + ε • e) (B + ε • (k ⨯₃ e)) = quartic a b E B
      + ε * (4 * a * invS E B * (E ⬝ᵥ e - B ⬝ᵥ (k ⨯₃ e))
        + 2 * b * invP E B * (E ⬝ᵥ (k ⨯₃ e) + B ⬝ᵥ e))
      + ε ^ 2 * probeTerm a b E B k e := by
  -- both invariants of the wave itself vanish
  have hf : (k ⨯₃ e) ⬝ᵥ (k ⨯₃ e) = e ⬝ᵥ e := by
    have h : (k ⨯₃ e) ⬝ᵥ (k ⨯₃ e) = (k ⬝ᵥ k) * (e ⬝ᵥ e) - (k ⬝ᵥ e) ^ 2 := by
      simp only [dotProduct, Fin.sum_univ_three, cross_apply, Matrix.cons_val]
      ring
    rw [h, hk, hke]
    ring
  have hef : e ⬝ᵥ (k ⨯₃ e) = 0 := by
    simp only [dotProduct, Fin.sum_univ_three, cross_apply, Matrix.cons_val]
    ring
  have hS : invS (E + ε • e) (B + ε • (k ⨯₃ e))
      = invS E B + 2 * ε * (E ⬝ᵥ e - B ⬝ᵥ (k ⨯₃ e)) := by
    simp only [invS, dotProduct, Fin.sum_univ_three, Pi.add_apply, Pi.smul_apply,
      smul_eq_mul] at hf ⊢
    linear_combination (-ε ^ 2) * hf
  have hP : invP (E + ε • e) (B + ε • (k ⨯₃ e))
      = invP E B + ε * (E ⬝ᵥ (k ⨯₃ e) + B ⬝ᵥ e) := by
    simp only [invP, dotProduct, Fin.sum_univ_three, Pi.add_apply, Pi.smul_apply,
      smul_eq_mul] at hef ⊢
    linear_combination ε ^ 2 * hef
  unfold quartic probeTerm
  rw [hS, hP]
  ring

/-- At the ratio `b = 4a` the probe term depends on the background and the direction `k` of the
probe wave, but not on its polarization. -/
theorem probeTerm_isotropic (a : ℝ) (E B k e : Vec) (h : IsProbe k e) :
    probeTerm a (4 * a) E B k e = 4 * a * (E ⬝ᵥ E + B ⬝ᵥ B - (E ⬝ᵥ k) ^ 2 - (B ⬝ᵥ k) ^ 2
      - 2 * (k ⬝ᵥ (E ⨯₃ B))) := by
  obtain ⟨hk, he, hke⟩ := h
  -- Gram determinant of F, k, e
  have gram : ∀ F : Vec, (F ⬝ᵥ (k ⨯₃ e)) ^ 2 =
      (F ⬝ᵥ F) * ((k ⬝ᵥ k) * (e ⬝ᵥ e) - (k ⬝ᵥ e) ^ 2) - (F ⬝ᵥ k) ^ 2 * (e ⬝ᵥ e)
        + 2 * (F ⬝ᵥ k) * (F ⬝ᵥ e) * (k ⬝ᵥ e) - (F ⬝ᵥ e) ^ 2 * (k ⬝ᵥ k) := by
    intro F
    simp only [dotProduct, Fin.sum_univ_three, cross_apply, Matrix.cons_val]
    ring
  -- Lagrange identity for the mixed term
  have mix : (E ⬝ᵥ e) * (B ⬝ᵥ (k ⨯₃ e)) - (E ⬝ᵥ (k ⨯₃ e)) * (B ⬝ᵥ e) =
      (e ⬝ᵥ e) * (k ⬝ᵥ (E ⨯₃ B)) - (k ⬝ᵥ e) * (e ⬝ᵥ (E ⨯₃ B)) := by
    simp only [dotProduct, Fin.sum_univ_three, cross_apply, Matrix.cons_val]
    ring
  have gE := gram E
  have gB := gram B
  rw [hk, he, hke] at gE gB
  rw [he, hke] at mix
  unfold probeTerm
  linear_combination 4 * a * gE + 4 * a * gB - 8 * a * mix

/-- A quartic correction `a S² + b P²` is free of leading birefringence exactly when
`b = 4a`. -/
theorem noBirefringence_iff (a b : ℝ) : NoBirefringence a b ↔ b = 4 * a := by
  constructor
  · intro h
    -- magnetic background along x, wave along z, polarizations x and y
    have h1 := h 0 ![1, 0, 0] ![0, 0, 1] ![1, 0, 0] ![0, 1, 0]
      (by simp [IsProbe, dotProduct, Fin.sum_univ_three])
      (by simp [IsProbe, dotProduct, Fin.sum_univ_three])
    simp [probeTerm, dotProduct, Fin.sum_univ_three, cross_apply] at h1
    linarith
  · rintro rfl E B k e e' he he'
    rw [probeTerm_isotropic a E B k e he, probeTerm_isotropic a E B k e' he']

/-- The quartic Born-Infeld correction `S²/8 + P²/2` has no leading birefringence. -/
theorem bornInfeld_noBirefringence : NoBirefringence (1 / 8) (1 / 2) :=
  (noBirefringence_iff _ _).2 (by norm_num)

/-- The quartic Euler-Heisenberg correction `ξ (S² + 7 P²)` with `ξ ≠ 0` does have leading
birefringence. -/
theorem eulerHeisenberg_birefringence {ξ : ℝ} (hξ : ξ ≠ 0) :
    ¬ NoBirefringence ξ (7 * ξ) := by
  intro h
  have h1 := (noBirefringence_iff _ _).1 h
  exact hξ (by linarith)

end

end BornInfeldBirefringence
```

```lean
#print axioms BornInfeldBirefringence.bornInfeld_quartic_limit
#print axioms BornInfeldBirefringence.quartic_probe_expansion
#print axioms BornInfeldBirefringence.bornInfeld_noBirefringence
#print axioms BornInfeldBirefringence.eulerHeisenberg_birefringence
```

```
'BornInfeldBirefringence.bornInfeld_quartic_limit' depends on axioms: [propext, Classical.choice, Quot.sound]
'BornInfeldBirefringence.quartic_probe_expansion' depends on axioms: [propext, Classical.choice, Quot.sound]
'BornInfeldBirefringence.bornInfeld_noBirefringence' depends on axioms: [propext, Classical.choice, Quot.sound]
'BornInfeldBirefringence.eulerHeisenberg_birefringence' depends on axioms: [propext, Classical.choice, Quot.sound]
```

## The limit and the condition $b = 4a$

For $t > 0$, the Born-Infeld Lagrangian whose maximal electric field, in the absence of a magnetic field, equals $1/t$ is

$$L = \frac{1}{t^2}\left(1 - \sqrt{1 - t^2 S - t^4 P^2}\right).$$

`bornInfeld` is $t^2 L$, the same quantity in units of $1/t^2$, and `radicand` is the expression under the root. The theorem `bornInfeld_quartic_limit` says that for fixed fields

$$\frac{t^2L - t^2S/2}{t^4} \longrightarrow \frac{S^2}{8} + \frac{P^2}{2}$$

as $t \to 0$ through nonzero reals, which is the meaning of the filter `𝓝[≠] 0`. In $L$ itself the leading correction to $S/2$ is therefore $t^2(S^2/8 + P^2/2)$. The letter $b$ is a coefficient here, although many texts use it for the maximal field.

The theorem `noBirefringence_iff` says that $aS^2 + bP^2$ has no leading birefringence exactly when $b = 4a$. The Born-Infeld pair $(1/8, 1/2)$ satisfies this. The Euler-Heisenberg pair $(\xi, 7\xi)$ fails it for every $\xi \neq 0$. The constant $\xi$ stands for the strength of the one-loop response of virtual electron-positron pairs to weak, slowly varying fields.

## Probe waves and refraction

Fields are elements of `Vec`, that is, triples of reals; `⬝ᵥ` is the dot product and `⨯₃` the cross product. A probe wave has a unit direction $k$ (not a wave vector with a magnitude) and a unit polarization $e$ orthogonal to it, as `IsProbe` requires. Its magnetic field is $f = k\times e$, as for a vacuum plane wave. With

$$u = E\cdot e - B\cdot f, \qquad v = E\cdot f + B\cdot e,$$

`probeTerm` is $4a u^2 + b v^2$. `NoBirefringence` demands that this number be the same for all polarizations, in every constant background and for every direction.

The step from here to an optical experiment is that the leading shift of the refractive index is fixed by this quadratic term. That comes from the linearized wave equation, which is not treated. The condition also concerns only corrections quartic in the fields, so it is silent about higher orders of Born-Infeld theory.

In quantum electrodynamics, the result bears on light crossing a magnetic field: when the field is nearly constant and weak compared with the critical field of the theory, and the photon energy is far below the rest energy of the electron, the ratio 1:7 gives a polarization-dependent index.

## The limit from an exact remainder

Let $r = \sqrt{1 - t^2S - t^4P^2}$, with nonnegative radicand, and $\sigma = S + t^2P^2$. Then

$$t^2\sigma = 1 - r^2 = (1-r)(1+r),$$

which is `key` in `bornInfeld_remainder`. Since $1 - r - (1-r^2)/2 = (1-r)^2/2$ and $t^2S = 1 - r^2 - t^4P^2$,

$$1 - r - \frac{t^2S}{2} = \frac{(1-r)^2}{2} + \frac{t^4P^2}{2}.$$

Inserting $1 - r = t^2\sigma/(1+r)$, which is the content of `h2`, and dividing by $t^4$ gives

$$\frac{1 - r - t^2S/2}{t^4} = \frac{P^2}{2} + \frac{\sigma^2}{2(1+r)^2}.$$

The right side is continuous in $t$ (`hF`), because $1 + r \ge 1$. At $t = 0$ we have $r = 1$ and $\sigma = S$, so its value is $P^2/2 + S^2/8$ (`h0`). The radicand is positive near $t = 0$ (`hpos`), so the two sides agree at all small nonzero $t$ and have the same limit.

## The quadratic term of the wave

Because $k$ is a unit vector orthogonal to $e$,

$$f\cdot f = (k\cdot k)(e\cdot e) - (k\cdot e)^2 = e\cdot e, \qquad e\cdot f = 0.$$

Both invariants of the wave itself vanish. Replacing $E, B$ by $E + \varepsilon e,\ B + \varepsilon f$, with real amplitude $\varepsilon$, therefore changes the invariants only linearly:

$$S \to S + 2\varepsilon u, \qquad P \to P + \varepsilon v.$$

These are `hS` and `hP` in `quartic_probe_expansion`. Squaring gives

$$aS^2 + bP^2 + \varepsilon(4aSu + 2bPv) + \varepsilon^2(4au^2 + bv^2).$$

The linear term averages to zero for an oscillating wave, and the last bracket is `probeTerm`.

## Why the ratio must be four

Let $b = 4a$. The probe term is $4a(u^2 + v^2)$, and

$$u^2 + v^2 = (E\cdot e)^2 + (E\cdot f)^2 + (B\cdot e)^2 + (B\cdot f)^2 - 2\left[(E\cdot e)(B\cdot f) - (E\cdot f)(B\cdot e)\right].$$

The vectors $k, e, f$ are orthonormal, so $(E\cdot e)^2 + (E\cdot f)^2 = E\cdot E - (E\cdot k)^2$, and likewise for $B$; this is `gram`. The square bracket equals $(E\times B)\cdot(e\times f) = k\cdot(E\times B)$, which is `mix`. Hence

$$4a(u^2+v^2) = 4a\left[E\cdot E + B\cdot B - (E\cdot k)^2 - (B\cdot k)^2 - 2k\cdot(E\times B)\right],$$

with no $e$ left. This is `probeTerm_isotropic`, and applying it to two polarizations proves one direction of the equivalence.

For the other direction, take $E = 0$, $B = \hat x$ and $k = \hat z$. Polarization $\hat x$ has $f = \hat y$, $u = 0$, $v = 1$ and probe term $b$. Polarization $\hat y$ has $f = -\hat x$, $u = 1$, $v = 0$ and probe term $4a$. Equality forces $b = 4a$. The last two theorems insert the two pairs of coefficients.

## Numbers for one background

Take $E = (1,0,0)$ and $B = (1,1,0)$, so $S = -1$, $P = 1$ and the limit is $1/8 + 1/2 = 0.625$. At $t = 0.1$ the radicand is $1.0099$ and $r \approx 1.0049378$. The remainder formula gives

$$0.5 + \frac{0.99^2}{2(2.0049378)^2} \approx 0.6219.$$

For a wave along $\hat z$ in this background, polarization $\hat x$ has $(u,v) = (0,1)$ and polarization $\hat y$ has $(u,v) = (1,0)$. The Born-Infeld coefficients give $1/2$ for both, while the Euler-Heisenberg coefficients give $7\xi$ and $4\xi$.
